# A Combes–Thomas bound for the Green function of a finite Hermitian matrix

Let $H$ be a finite Hermitian matrix whose sites $i$ sit at points $x_i$, with distances $\mathrm{dist}(x_i,x_j)$. Let the complex energy $z$ lie at distance at least $d>0$ from every eigenvalue of $H$, and let $\gamma\ge 0$ satisfy

$$\sum_j |H_{ij}|\left(e^{\gamma\,\mathrm{dist}(x_i,x_j)}-1\right)\le \frac d2\quad\text{for every } i.$$

Then the Green function $G=(H-z)^{-1}$ obeys

$$|G_{ij}|\le \frac 2d\,e^{-\gamma\,\mathrm{dist}(x_i,x_j)} .$$

For a non-interacting or mean-field Hamiltonian in a finite orthonormal basis, this limits the amplitude that a source at one site produces at another, at energy $z$. Linear-scaling methods exploit locality of this kind. For given $d$ and $\gamma$, the bound does not depend on the number of sites.

## Sites, Green function and norm

```lean
import Mathlib

open Matrix

namespace CombesThomas

noncomputable section

variable {n : Type*} [Fintype n] [DecidableEq n]
```

The file loads the library Mathlib and fixes a finite type `n`, the set of site labels. A vector of amplitudes is then a function `n → ℂ`, and a Hamiltonian is a `Matrix n n ℂ`.

```lean
/-- The Green function (resolvent) `(H - z)⁻¹` of a Hamiltonian matrix. -/
def greenFunction (H : Matrix n n ℂ) (z : ℂ) : Matrix n n ℂ := (H - z • 1)⁻¹
```

This is $G=(H-z)^{-1}$, with `z • 1` standing for $z$ times the identity matrix. The sign convention is $H-z$, not $z-H$; the modulus of $G_{ij}$ is the same for both.

```lean
/-- The Euclidean norm of a vector of site amplitudes. -/
def ampNorm (v : n → ℂ) : ℝ := ‖(WithLp.toLp 2 v : EuclideanSpace ℂ n)‖
```

`ampNorm v` is the Euclidean norm $\|v\|$. The wrapper `WithLp.toLp 2` is needed because Lean gives a plain function `n → ℂ` the maximum norm.

```lean
/-- The change of the Hamiltonian when the amplitude on each site `k` is rescaled
by `exp (f k)`. -/
def tiltDefect (H : Matrix n n ℂ) (f : n → ℝ) : Matrix n n ℂ :=
  Matrix.of fun k l => H k l * ((Real.exp (f k - f l) - 1 : ℝ) : ℂ)
```

For real numbers $f_k$, one per site, this defines the matrix

$$B_{kl}=H_{kl}\left(e^{f_k-f_l}-1\right).$$

It measures how much $H$ changes when the amplitude on each site $k$ is multiplied by $e^{f_k}$. Its diagonal vanishes, so on-site energies do not contribute.

```lean
omit [DecidableEq n] in
/-- The squared norm is the sum of the squared moduli of the site amplitudes. -/
theorem ampNorm_sq (v : n → ℂ) : ampNorm v ^ 2 = ∑ k, ‖v k‖ ^ 2 :=
  EuclideanSpace.norm_sq_eq _
```

In formulas, $\|v\|^2=\sum_k|v_k|^2$.

## Distance from the spectrum makes $H-z$ invertible

```lean
/-- If `z` is at distance at least `d` from every eigenvalue of `H`, then `H - z`
stretches every vector by at least the factor `d`. -/
theorem gap_lower_bound {H : Matrix n n ℂ} (hH : H.IsHermitian) {z : ℂ} {d : ℝ}
    (hd : 0 < d) (hgap : ∀ k, d ≤ ‖(hH.eigenvalues k : ℂ) - z‖) (v : n → ℂ) :
    d * ampNorm v ≤ ampNorm ((H - z • 1) *ᵥ v) := by
  have hz : (H - z • (1 : Matrix n n ℂ)) *ᵥ v = H *ᵥ v - z • v := by
    rw [Matrix.sub_mulVec, Matrix.smul_mulVec, Matrix.one_mulVec]
  -- in the eigenbasis, `H - z` multiplies each component by `E_k - z`
  have key : ∀ k, inner ℂ (hH.eigenvectorBasis k) (WithLp.toLp 2 ((H - z • 1) *ᵥ v)) =
      ((hH.eigenvalues k : ℂ) - z) *
        inner ℂ (hH.eigenvectorBasis k) (WithLp.toLp 2 v) := by
    intro k
    have hin : ∀ w : n → ℂ, inner ℂ (hH.eigenvectorBasis k) (WithLp.toLp 2 w) =
        star (hH.eigenvectorBasis k).ofLp ⬝ᵥ w := fun w =>
      (EuclideanSpace.inner_eq_star_dotProduct _ _).trans (dotProduct_comm _ _)
    have h1 : star (hH.eigenvectorBasis k).ofLp ᵥ* H =
        (hH.eigenvalues k : ℂ) • star (hH.eigenvectorBasis k).ofLp := by
      have h2 := congrArg star (hH.mulVec_eigenvectorBasis k)
      rw [Matrix.star_mulVec, hH.eq] at h2
      rw [h2]
      ext l
      simp
    rw [hin, hin, hz, dotProduct_sub, Matrix.dotProduct_mulVec, h1, smul_dotProduct,
      dotProduct_smul, smul_eq_mul, smul_eq_mul]
    ring
  refine (sq_le_sq₀ (mul_nonneg hd.le (norm_nonneg _)) (norm_nonneg _)).mp ?_
  rw [mul_pow, ← hH.eigenvectorBasis.sum_sq_norm_inner_right,
    ← hH.eigenvectorBasis.sum_sq_norm_inner_right, Finset.mul_sum]
  refine Finset.sum_le_sum fun k _ => ?_
  rw [key k, norm_mul, mul_pow]
  exact mul_le_mul_of_nonneg_right (pow_le_pow_left₀ hd.le (hgap k) 2) (sq_nonneg _)
```

The hypothesis `hgap` says $|E_k-z|\ge d$ for each eigenvalue $E_k$, and the conclusion is $\|(H-z)v\|\ge d\|v\|$. The matrix $H$ is Hermitian by the hypothesis `hH`, here and in the decay theorems below, although the docstrings do not repeat it. For a general matrix this inequality can fail.

By hand, take an orthonormal eigenbasis $\varphi_k$. Since $H$ is Hermitian, $\langle\varphi_k,(H-z)v\rangle=(E_k-z)\langle\varphi_k,v\rangle$, and therefore

$$\|(H-z)v\|^2=\sum_k|E_k-z|^2\,|\langle\varphi_k,v\rangle|^2\ge d^2\|v\|^2 .$$

In Lean, `key` is the identity for one component. The step `sq_le_sq₀` passes to squares, `sum_sq_norm_inner_right` expands both norms in the eigenbasis, and `Finset.sum_le_sum` compares the sums term by term.

```lean
/-- Away from the spectrum the Green function is a true inverse of `H - z`. -/
theorem mul_greenFunction {H : Matrix n n ℂ} (hH : H.IsHermitian) {z : ℂ} {d : ℝ}
    (hd : 0 < d) (hgap : ∀ k, d ≤ ‖(hH.eigenvalues k : ℂ) - z‖) :
    (H - z • 1) * greenFunction H z = 1 := by
  refine Matrix.mul_nonsing_inv _ (isUnit_iff_ne_zero.mpr fun h0 => ?_)
  obtain ⟨v, hv, hv0⟩ := Matrix.exists_mulVec_eq_zero_iff.mpr h0
  have h := gap_lower_bound hH hd hgap v
  have hzero : ampNorm (0 : n → ℂ) = 0 := by simp [ampNorm]
  rw [hv0, hzero] at h
  have hn : ampNorm v = 0 :=
    le_antisymm (by nlinarith) (norm_nonneg _)
  exact hv (congrArg WithLp.ofLp (norm_eq_zero.mp hn))
```

This states $(H-z)G=1$. It needs a proof because Lean assigns a value to `⁻¹` even for a singular matrix. If the determinant were zero, some $v\ne0$ would satisfy $(H-z)v=0$. The previous theorem would then give $d\|v\|\le0$, hence $v=0$, a contradiction.

## Small row and column sums give a small matrix

```lean
omit [DecidableEq n] in
/-- Schur test: a matrix whose absolute row sums and column sums are at most `c`
stretches no vector by more than the factor `c`. -/
theorem schur_test (B : Matrix n n ℂ) {c : ℝ} (hc : 0 ≤ c)
    (hrow : ∀ k, ∑ l, ‖B k l‖ ≤ c) (hcol : ∀ l, ∑ k, ‖B k l‖ ≤ c) (v : n → ℂ) :
    ampNorm (B *ᵥ v) ≤ c * ampNorm v := by
  refine (sq_le_sq₀ (norm_nonneg _) (mul_nonneg hc (norm_nonneg _))).mp ?_
  change ampNorm (B *ᵥ v) ^ 2 ≤ (c * ampNorm v) ^ 2
  rw [mul_pow, ampNorm_sq, ampNorm_sq]
  calc ∑ k, ‖(B *ᵥ v) k‖ ^ 2 ≤ ∑ k, c * ∑ l, ‖B k l‖ * ‖v l‖ ^ 2 := by
        refine Finset.sum_le_sum fun k _ => ?_
        have h1 : ‖(B *ᵥ v) k‖ ≤ ∑ l, ‖B k l‖ * ‖v l‖ := by
          have h : (B *ᵥ v) k = ∑ l, B k l * v l := rfl
          rw [h]
          refine (norm_sum_le _ _).trans (le_of_eq ?_)
          exact Finset.sum_congr rfl fun l _ => norm_mul _ _
        -- Cauchy-Schwarz with weights `‖B k l‖`
        have h2 : (∑ l, ‖B k l‖ * ‖v l‖) ^ 2 ≤
            (∑ l, ‖B k l‖) * ∑ l, ‖B k l‖ * ‖v l‖ ^ 2 :=
          Finset.sum_sq_le_sum_mul_sum_of_sq_le_mul Finset.univ
            (fun l _ => norm_nonneg _) (fun l _ => by positivity)
            (fun l _ => le_of_eq (by ring))
        exact (pow_le_pow_left₀ (norm_nonneg _) h1 2).trans (h2.trans
          (mul_le_mul_of_nonneg_right (hrow k)
            (Finset.sum_nonneg fun l _ => by positivity)))
    _ = c * ∑ l, (∑ k, ‖B k l‖) * ‖v l‖ ^ 2 := by
        rw [← Finset.mul_sum, Finset.sum_comm]
        simp only [Finset.sum_mul]
    _ ≤ c * ∑ l, c * ‖v l‖ ^ 2 := by
        refine mul_le_mul_of_nonneg_left (Finset.sum_le_sum fun l _ => ?_) hc
        exact mul_le_mul_of_nonneg_right (hcol l) (sq_nonneg _)
    _ = c ^ 2 * ∑ l, ‖v l‖ ^ 2 := by
        rw [← Finset.mul_sum]
        ring
```

If all absolute row sums and column sums of $B$ are at most $c$, then $\|Bv\|\le c\|v\|$. The Cauchy–Schwarz inequality with weights $|B_{kl}|$ gives

$$|(Bv)_k|^2\le\Big(\sum_l|B_{kl}|\Big)\sum_l|B_{kl}||v_l|^2\le c\sum_l|B_{kl}||v_l|^2 .$$

Summing over $k$ and exchanging the sums leaves the column sums, each at most $c$:

$$\|Bv\|^2\le c\sum_l\Big(\sum_k|B_{kl}|\Big)|v_l|^2\le c^2\|v\|^2 .$$

The `calc` block follows these lines. The row bound enters as `hrow`, the exchange is `Finset.sum_comm`, and the column bound enters as `hcol`.

## Rescaling the amplitudes

```lean
/-- Rescaling the amplitudes by `exp (f k)` turns `H - z` into `H - z` plus the
tilt defect. -/
theorem tilted_equation (H : Matrix n n ℂ) (z : ℂ) (f : n → ℝ) (u : n → ℂ) :
    (H - z • 1) *ᵥ (fun k => (Real.exp (f k) : ℂ) * u k) +
      tiltDefect H f *ᵥ (fun k => (Real.exp (f k) : ℂ) * u k) =
    fun k => (Real.exp (f k) : ℂ) * ((H - z • 1) *ᵥ u) k := by
  have hz : ∀ (w : n → ℂ) (k : n), ((H - z • (1 : Matrix n n ℂ)) *ᵥ w) k =
      ∑ l, H k l * w l - z * w k := by
    intro w k
    rw [Matrix.sub_mulVec, Matrix.smul_mulVec, Matrix.one_mulVec]
    rfl
  funext k
  have hsum : (tiltDefect H f *ᵥ (fun k => (Real.exp (f k) : ℂ) * u k)) k =
      (Real.exp (f k) : ℂ) * ∑ l, H k l * u l -
        ∑ l, H k l * ((Real.exp (f l) : ℂ) * u l) := by
    rw [Finset.mul_sum, ← Finset.sum_sub_distrib]
    refine Finset.sum_congr rfl fun l _ => ?_
    have he : (Real.exp (f k - f l) : ℂ) * (Real.exp (f l) : ℂ) = (Real.exp (f k) : ℂ) := by
      rw [← Complex.ofReal_mul, ← Real.exp_add, sub_add_cancel]
    simp only [tiltDefect, Matrix.of_apply]
    rw [Complex.ofReal_sub, Complex.ofReal_one]
    linear_combination H k l * u l * he
  rw [Pi.add_apply, hsum, hz, hz]
  ring
```

Write $w_k=e^{f_k}u_k$. The theorem says

$$\big((H-z)w\big)_k+(Bw)_k=e^{f_k}\big((H-z)u\big)_k .$$

To check it, insert the definition of $B$:

$$(Bw)_k=\sum_l H_{kl}\left(e^{f_k-f_l}-1\right)e^{f_l}u_l=e^{f_k}\sum_l H_{kl}u_l-\sum_l H_{kl}w_l .$$

Adding $\sum_l H_{kl}w_l-zw_k$ cancels the last sum and leaves $e^{f_k}\big(\sum_l H_{kl}u_l-zu_k\big)$. In the code, `hsum` is the displayed formula and `he` is the rule $e^{f_k-f_l}e^{f_l}=e^{f_k}$.

## The decay bound

```lean
/-- **Combes-Thomas bound.** Let `z` be at distance at least `d > 0` from every eigenvalue of `H`,
let `γ ≥ 0`, and let the absolute hopping from each site, weighted by `exp (γ * distance) - 1`, sum
to at most `d / 2`. Then each entry of the Green function has modulus at most `2 / d * exp (-(γ *
distance))`. -/
theorem combes_thomas {X : Type*} [PseudoMetricSpace X] (x : n → X)
    {H : Matrix n n ℂ} (hH : H.IsHermitian) {z : ℂ} {d γ : ℝ} (hd : 0 < d) (hγ : 0 ≤ γ)
    (hgap : ∀ k, d ≤ ‖(hH.eigenvalues k : ℂ) - z‖)
    (hhop : ∀ i, ∑ j, ‖H i j‖ * (Real.exp (γ * dist (x i) (x j)) - 1) ≤ d / 2) (i j : n) :
    ‖greenFunction H z i j‖ ≤ 2 / d * Real.exp (-(γ * dist (x i) (x j))) := by
  let f : n → ℝ := fun k => γ * dist (x k) (x j)
  let v : n → ℂ := fun k => (Real.exp (f k) : ℂ) * greenFunction H z k j
  -- the tilt defect is controlled by the weighted hopping
  have hB : ∀ k l, ‖tiltDefect H f k l‖ ≤
      ‖H k l‖ * (Real.exp (γ * dist (x k) (x l)) - 1) := by
    intro k l
    have ht : |f k - f l| ≤ γ * dist (x k) (x l) := by
      have h := mul_le_mul_of_nonneg_left (abs_dist_sub_le (x k) (x l) (x j)) hγ
      rwa [← abs_of_nonneg hγ, ← abs_mul, abs_of_nonneg hγ, mul_sub] at h
    have h1 := Real.add_one_le_exp (f k - f l)
    have h2 := Real.add_one_le_exp (γ * dist (x k) (x l))
    have h3 := Real.exp_le_exp.mpr (abs_le.mp ht).2
    have h4 := (abs_le.mp ht).1
    simp only [tiltDefect, Matrix.of_apply]
    rw [norm_mul, Complex.norm_real, Real.norm_eq_abs]
    exact mul_le_mul_of_nonneg_left
      (abs_le.mpr ⟨by linarith, by linarith⟩) (norm_nonneg _)
  have hsmall : ampNorm (tiltDefect H f *ᵥ v) ≤ d / 2 * ampNorm v := by
    refine schur_test _ (by positivity)
      (fun k => (Finset.sum_le_sum fun l _ => hB k l).trans (hhop k)) (fun l => ?_) v
    refine (Finset.sum_le_sum fun k _ => hB k l).trans (le_trans (le_of_eq ?_) (hhop l))
    refine Finset.sum_congr rfl fun k _ => ?_
    rw [← hH.apply k l, norm_star, dist_comm]
  -- the weighted column solves the tilted equation with a unit source at site `j`
  have hsrc : (H - z • 1) *ᵥ v + tiltDefect H f *ᵥ v = Pi.single j 1 := by
    refine (tilted_equation H z f fun k => greenFunction H z k j).trans ?_
    funext k
    have h : ((H - z • 1) *ᵥ fun k => greenFunction H z k j) k = (1 : Matrix n n ℂ) k j :=
      congrFun (congrFun (mul_greenFunction hH hd hgap) k) j
    rw [h]
    rcases eq_or_ne k j with hk | hk
    · rw [hk, Matrix.one_apply_eq]
      simp [f]
    · simp [hk]
  have hone : ampNorm (Pi.single j 1 : n → ℂ) = 1 :=
    (PiLp.norm_single 2 (fun _ : n => ℂ) j (1 : ℂ)).trans norm_one
  have htri : ampNorm ((H - z • 1) *ᵥ v) ≤ 1 + ampNorm (tiltDefect H f *ᵥ v) := by
    rw [eq_sub_of_add_eq hsrc, ← hone]
    exact norm_sub_le (WithLp.toLp 2 (Pi.single j 1 : n → ℂ) : EuclideanSpace ℂ n)
      (WithLp.toLp 2 (tiltDefect H f *ᵥ v))
  have hlow := gap_lower_bound hH hd hgap v
  have hv : ampNorm v ≤ 2 / d := by
    rw [le_div_iff₀ hd]
    linarith
  have hi : ‖v i‖ ≤ 2 / d :=
    (PiLp.norm_apply_le (WithLp.toLp 2 v : EuclideanSpace ℂ n) i).trans hv
  have hvi : ‖v i‖ = Real.exp (f i) * ‖greenFunction H z i j‖ := by
    simp only [v]
    rw [norm_mul, Complex.norm_real, Real.norm_eq_abs, abs_of_pos (Real.exp_pos _)]
  rw [hvi] at hi
  rw [Real.exp_neg, ← div_eq_mul_inv, le_div_iff₀ (Real.exp_pos _), mul_comm]
  exact hi
```

The map `x` places the sites in a space `X` with a distance. Choosing `X` as the real line gives $|x_i-x_j|$. The map need not be injective, so different labels may share a point, as several orbitals on one atom do. The hypothesis `hhop` is the weighted hopping condition. It restricts $\gamma$: at fixed $d$, the largest allowed $\gamma$ can only fall when the hopping elements, or the distances they span, grow. At $\gamma=0$ it always holds, and the bound then shows no decay. Both `hgap` and `hhop` are assumed, and must be verified for a given model.

Fix the column $j$ and set

$$f_k=\gamma\,\mathrm{dist}(x_k,x_j),\qquad v_k=e^{f_k}G_{kj}.$$

**The change of $H$ is small.** Let $t=f_k-f_l$ and $s=\gamma\,\mathrm{dist}(x_k,x_l)$. The triangle inequality gives $|t|\le s$. Then $e^t-1\le e^s-1$, and $1-e^t\le -t\le s\le e^s-1$, so $|e^t-1|\le e^s-1$. This is `hB`:

$$|B_{kl}|\le|H_{kl}|\left(e^{\gamma\,\mathrm{dist}(x_k,x_l)}-1\right).$$

The row sums of $|B_{kl}|$ are thus at most $d/2$. So are the column sums, because $|H_{kl}|=|H_{lk}|$ and the distance is symmetric. The Schur test yields `hsmall`, $\|Bv\|\le\frac d2\|v\|$.

**The weighted column has a unit source.** Column $j$ of $(H-z)G=1$ is the unit vector $e_j$ at site $j$. Rescaling multiplies it by $e^{f_j}=1$, so $(H-z)v+Bv=e_j$. This is `hsrc`, where `Pi.single j 1` denotes $e_j$.

**The norms close the argument.** With the lower bound from the distance to the spectrum (`hlow`) and the triangle inequality (`htri`),

$$d\|v\|\le\|(H-z)v\|\le1+\|Bv\|\le1+\frac d2\|v\| ,$$

so $\|v\|\le 2/d$. A single component is no larger than the norm, hence

$$e^{\gamma\,\mathrm{dist}(x_i,x_j)}|G_{ij}|=|v_i|\le\frac2d ,$$

and dividing by the exponential gives the bound.

The site set is finite and the basis orthonormal. Infinite lattices, the continuum Schrödinger operators to which the name Combes–Thomas is also attached, and overlap matrices are not treated.

## An explicit rate for hopping of finite range

```lean
/-- Let `z` be at distance at least `d > 0` from every eigenvalue of `H`, and let the hopping vanish
beyond the range `R > 0` and have total off-site strength at most `M` per site, with `M > 0`. Then
each entry of the Green function has modulus at most `2 / d * exp (-(γ * distance))` with `γ = log
(1 + d / (2 * M)) / R`. -/
theorem finite_range_decay {X : Type*} [PseudoMetricSpace X] (x : n → X)
    {H : Matrix n n ℂ} (hH : H.IsHermitian) {z : ℂ} {d R M : ℝ}
    (hd : 0 < d) (hR : 0 < R) (hM : 0 < M)
    (hgap : ∀ k, d ≤ ‖(hH.eigenvalues k : ℂ) - z‖)
    (hrange : ∀ i j, R < dist (x i) (x j) → H i j = 0)
    (hstrength : ∀ i, ∑ j ∈ Finset.univ.erase i, ‖H i j‖ ≤ M) (i j : n) :
    ‖greenFunction H z i j‖ ≤
      2 / d * Real.exp (-(Real.log (1 + d / (2 * M)) / R * dist (x i) (x j))) := by
  have hq : 0 < d / (2 * M) := by positivity
  have hγ : 0 ≤ Real.log (1 + d / (2 * M)) / R :=
    div_nonneg (Real.log_nonneg (by linarith)) hR.le
  refine combes_thomas x hH hd hγ hgap (fun k => ?_) i j
  -- the on-site term carries zero weight
  rw [← Finset.sum_erase Finset.univ (a := k) (by simp)]
  calc _ ≤ ∑ l ∈ Finset.univ.erase k, ‖H k l‖ * (d / (2 * M)) := by
        refine Finset.sum_le_sum fun l _ => ?_
        rcases lt_or_ge R (dist (x k) (x l)) with h | h
        · simp [hrange k l h]
        · refine mul_le_mul_of_nonneg_left ?_ (norm_nonneg _)
          have h1 := Real.exp_le_exp.mpr (mul_le_mul_of_nonneg_left h hγ)
          rw [div_mul_cancel₀ _ hR.ne', Real.exp_log (by linarith)] at h1
          linarith
    _ ≤ M * (d / (2 * M)) := by
        rw [← Finset.sum_mul]
        exact mul_le_mul_of_nonneg_right (hstrength k) hq.le
    _ = d / 2 := by
        field_simp

end

end CombesThomas
```

Here $H_{ij}=0$ whenever $\mathrm{dist}(x_i,x_j)>R$, and $\sum_{j\ne i}|H_{ij}|\le M$ for each $i$; the set `Finset.univ.erase i` is all sites except $i$. Since $M$ is only an upper bound, requiring $M>0$ excludes no Hamiltonian. The decay rate in the bound is

$$\gamma=\frac1R\log\left(1+\frac{d}{2M}\right).$$

The proof verifies the hopping condition for this $\gamma$. The on-site term has weight $e^0-1=0$ and is removed by `Finset.sum_erase`. Terms beyond the range $R$ vanish, and within it the weight is at most $e^{\gamma R}-1=d/(2M)$. The sum for each site is therefore at most $M\cdot d/(2M)=d/2$, and `combes_thomas` applies.

```lean
#print axioms CombesThomas.combes_thomas
#print axioms CombesThomas.finite_range_decay
```

```
'CombesThomas.combes_thomas' depends on axioms: [propext, Classical.choice, Quot.sound]
'CombesThomas.finite_range_decay' depends on axioms: [propext, Classical.choice, Quot.sound]
```

## Three sites in numbers

Take a chain of three sites at positions 1, 2, 3, with zero on-site energies and nearest-neighbour hopping 1. The eigenvalues are $0$ and $\pm\sqrt2$. At $z=2\mathrm{i}$, where the upright $\mathrm{i}$ is the imaginary unit, the nearest one is $0$, so $d=2$. The range is $R=1$, and the middle site has two neighbours, so $M=2$. The rate is $\gamma=\log(3/2)$ and the bound reads

$$|G_{ij}|\le\left(\tfrac23\right)^{|i-j|}.$$

For the exact values, put $a=-z=-2\mathrm{i}$. The matrix $H-z$ has $a$ on the diagonal and determinant $a^3-2a=12\mathrm{i}$. Its cofactors give

| Element | Exact modulus | Bound |
|---|---|---|
| $G_{11}$ | $\lvert a^2-1\rvert/12=5/12$ | $1$ |
| $G_{12}$ | $\lvert a\rvert/12=1/6$ | $2/3$ |
| $G_{13}$ | $1/12$ | $4/9$ |

The bound holds in each case, with a margin of more than a factor of two.
